# A resonant lossy polariton Hamiltonian is diagonalizable exactly when its coupling differs from a quarter of the photon loss rate

A molecular excitation and a cavity mode share the real energy `w`, are coupled with strength `g`, and only the photon is lost, at rate `γ`. In this two-state model the effective Hamiltonian is the non-Hermitian matrix with rows (w, g) and (g, w − iγ/2). For positive `g` and `γ`, `diagonalizable_iff` states that an invertible change of basis makes it diagonal exactly when g ≠ γ/4. At g = γ/4 the proof uses the fact that the Hamiltonian minus w − iγ/4 is nonzero but squares to zero, which a diagonalizable matrix cannot allow. Otherwise it takes a nonzero `s` with s² = g² − γ²/16 and builds a matrix `P` whose columns are unnormalised eigenvectors with energies w − iγ/4 ± s.

This version doesn't compile in Lean 4 with Mathlib:

```lean
import Mathlib

open Matrix Complex

namespace DiagonalizableIff

noncomputable section

/-- Effective Hamiltonian of a molecular excitation and a cavity mode, both at energy `w`,
with coupling `g` and photon loss rate `γ`. -/
def hamiltonian (w g γ : ℝ) : Matrix (Fin 2) (Fin 2) ℂ :=
  !![(w : ℂ), (g : ℂ); (g : ℂ), (w : ℂ) - I * γ / 2]

/-- `M` is diagonalizable: an invertible change of basis brings it to diagonal form. -/
def IsDiagonalizable (M : Matrix (Fin 2) (Fin 2) ℂ) : Prop :=
  ∃ (P Q : Matrix (Fin 2) (Fin 2) ℂ) (d : Fin 2 → ℂ), P * Q = 1 ∧ M = P * diagonal d * Q

/-- The complex energy `w - iγ/4`. -/
def exceptionalEnergy (w γ : ℝ) : ℂ := (w : ℂ) - I * γ / 4

/-- At `g = γ/4` with `γ > 0`, the Hamiltonian minus `w - iγ/4` is nonzero but squares
to zero. -/
theorem exceptional_point_nilpotent (w γ : ℝ) (hγ : 0 < γ) :
    (hamiltonian w (γ / 4) γ - exceptionalEnergy w γ • 1) ^ 2 = 0 ∧
      hamiltonian w (γ / 4) γ ≠ exceptionalEnergy w γ • 1 := by
  constructor
  · have h : hamiltonian w (γ / 4) γ - exceptionalEnergy w γ • 1 =
        !![I * γ / 4, (γ : ℂ) / 4; (γ : ℂ) / 4, -(I * γ / 4)] := by
      ext i j
      fin_cases i <;> fin_cases j <;> simp [hamiltonian, exceptionalEnergy]
      ring
    have h0 : (0 : Matrix (Fin 2) (Fin 2) ℂ) = !![0, 0; 0, 0] := by
      ext i j
      fin_cases i <;> fin_cases j <;> rfl
    have key : ∀ a b c d : ℂ, a = 0 → b = 0 → c = 0 → d = 0 →
        !![a, b; c, d] = !![0, 0; 0, 0] := by
      rintro _ _ _ _ rfl rfl rfl rfl
      rfl
    rw [h, pow_two, Matrix.mul_fin_two, h0]
    refine key _ _ _ _ ?_ ?_ ?_ ?_
    · linear_combination (γ : ℂ) ^ 2 / 16 * I_sq
    · ring
    · ring
    · linear_combination (γ : ℂ) ^ 2 / 16 * I_sq
  · intro h
    have h01 := congrFun (congrFun h 0) 1
    simp [hamiltonian, hγ.ne'] at h01

/-- For positive coupling and loss, the lossy polariton Hamiltonian is diagonalizable
exactly when `g ≠ γ/4`. -/
theorem diagonalizable_iff (w g γ : ℝ) (hg : 0 < g) (hγ : 0 < γ) :
    IsDiagonalizable (hamiltonian w g γ) ↔ g ≠ γ / 4 := by
  constructor
  · rintro ⟨P, Q, d, hPQ, hM⟩ rfl
    obtain ⟨hN, hne⟩ := exceptional_point_nilpotent w γ hγ
    apply hne
    have hQP : Q * P = 1 := mul_eq_one_comm.mp hPQ
    obtain ⟨E, hE⟩ : ∃ E, E = diagonal (fun i => d i - exceptionalEnergy w γ) := ⟨_, rfl⟩
    have hE' : E = diagonal d - exceptionalEnergy w γ • 1 := by
      rw [hE]
      ext i j
      by_cases hij : i = j
      · subst hij; simp
      · simp [hij]
    have hH : hamiltonian w (γ / 4) γ - exceptionalEnergy w γ • 1 = P * E * Q := by
      rw [hM, hE']
      simp [mul_sub, sub_mul, hPQ]
    -- the shifted diagonal part squares to zero, hence vanishes
    have hEE : E * E = 0 := by
      calc E * E = (Q * P) * E * (Q * P) * E * (Q * P) := by
            rw [hQP, one_mul, mul_one, mul_one]
        _ = Q * ((P * E * Q) * (P * E * Q)) * P := by simp only [mul_assoc]
        _ = 0 := by rw [← hH, ← pow_two, hN, mul_zero, zero_mul]
    have hd : ∀ i, d i - exceptionalEnergy w γ = 0 := by
      intro i
      have hi := congrFun (congrFun hEE i) i
      rw [hE, Matrix.diagonal_mul_diagonal, Matrix.diagonal_apply_eq] at hi
      exact mul_self_eq_zero.mp hi
    have hE0 : E = 0 := by
      rw [hE]
      ext i j
      simp [Matrix.diagonal_apply, hd]
    rw [hE0, mul_zero, zero_mul] at hH
    exact sub_eq_zero.mp hH
  · intro hne
    obtain ⟨s, hs⟩ : ∃ s : ℂ, s ^ 2 = (g : ℂ) ^ 2 - (γ : ℂ) ^ 2 / 16 :=
      IsAlgClosed.exists_pow_nat_eq _ two_pos
    have hs0 : s ≠ 0 := by
      rintro rfl
      have hc : ((g ^ 2 - γ ^ 2 / 16 : ℝ) : ℂ) = 0 := by
        push_cast
        linear_combination -hs
      have hr : g ^ 2 - γ ^ 2 / 16 = 0 := Complex.ofReal_eq_zero.mp hc
      have hf : (g - γ / 4) * (g + γ / 4) = 0 := by linear_combination hr
      have hp : g + γ / 4 ≠ 0 := by positivity
      exact hne (sub_eq_zero.mp ((mul_eq_zero.mp hf).resolve_right hp))
    have hgc : (g : ℂ) ≠ 0 := Complex.ofReal_ne_zero.mpr hg.ne'
    -- the columns of P are the two polariton states
    obtain ⟨P, hP⟩ : ∃ P : Matrix (Fin 2) (Fin 2) ℂ,
        P = !![(g : ℂ), (g : ℂ); -(I * γ / 4) + s, -(I * γ / 4) - s] := ⟨_, rfl⟩
    have hdet : IsUnit P.det := by
      have h : P.det = -2 * g * s := by
        rw [hP, Matrix.det_fin_two_of]
        ring
      rw [h, isUnit_iff_ne_zero]
      exact mul_ne_zero (mul_ne_zero (by norm_num) hgc) hs0
    have hD : diagonal ![(w : ℂ) - I * γ / 4 + s, (w : ℂ) - I * γ / 4 - s] =
        !![(w : ℂ) - I * γ / 4 + s, 0; 0, (w : ℂ) - I * γ / 4 - s] := by
      ext i j
      fin_cases i <;> fin_cases j <;> simp
    have key : ∀ a b c d a' b' c' d' : ℂ, a = a' → b = b' → c = c' → d = d' →
        !![a, b; c, d] = !![a', b'; c', d'] := by
      rintro _ _ _ _ _ _ _ _ rfl rfl rfl rfl
      rfl
    have hHP : hamiltonian w g γ * P =
        P * diagonal ![(w : ℂ) - I * γ / 4 + s, (w : ℂ) - I * γ / 4 - s] := by
      rw [hD, hP, hamiltonian, Matrix.mul_fin_two, Matrix.mul_fin_two]
      refine key _ _ _ _ _ _ _ _ ?_ ?_ ?_ ?_
      · ring
      · ring
      · linear_combination -hs + (γ : ℂ) ^ 2 / 16 * I_sq
      · linear_combination -hs + (γ : ℂ) ^ 2 / 16 * I_sq
    refine ⟨P, P⁻¹, _, Matrix.mul_nonsing_inv P hdet, ?_⟩
    rw [← hHP, mul_assoc, Matrix.mul_nonsing_inv P hdet, mul_one]

end

end DiagonalizableIff
```

The error:

```
Main.lean:123:11: error: don't know how to synthesize implicit argument `b`
  @And.intro (P * P⁻¹ = 1) (hamiltonian w g γ = P * diagonal ?m.1998 * P⁻¹) (mul_nonsing_inv P hdet) ?m.2006
context:
w g γ : ℝ
hg : 0 < g
hγ : 0 < γ
hne : g ≠ γ / 4
s : ℂ
hs : s ^ 2 = ↑g ^ 2 - ↑γ ^ 2 / 16
hs0 : s ≠ 0
hgc : ↑g ≠ 0
P : Matrix (Fin 2) (Fin 2) ℂ
hP : P = !![↑g, ↑g; -(I * ↑γ / 4) + s, -(I * ↑γ / 4) - s]
hdet : IsUnit P.det
hD : diagonal ![↑w - I * ↑γ / 4 + s, ↑w - I * ↑γ / 4 - s] = !![↑w - I * ↑γ / 4 + s, 0; 0, ↑w - I * ↑γ / 4 - s]
key : ∀ (a b c d a' b' c' d' : ℂ), a = a' → b = b' → c = c' → d = d' → !![a, b; c, d] = !![a', b'; c', d']
hHP : hamiltonian w g γ * P = P * diagonal ![↑w - I * ↑γ / 4 + s, ↑w - I * ↑γ / 4 - s]
⊢ Prop
Main.lean:123:20: error: don't know how to synthesize placeholder for argument `w`
context:
w g γ : ℝ
hg : 0 < g
hγ : 0 < γ
hne : g ≠ γ / 4
s : ℂ
hs : s ^ 2 = ↑g ^ 2 - ↑γ ^ 2 / 16
hs0 : s ≠ 0
hgc : ↑g ≠ 0
P : Matrix (Fin 2) (Fin 2) ℂ
hP : P = !![↑g, ↑g; -(I * ↑γ / 4) + s, -(I * ↑γ / 4) - s]
hdet : IsUnit P.det
hD : diagonal ![↑w - I * ↑γ / 4 + s, ↑w - I * ↑γ / 4 - s] = !![↑w - I * ↑γ / 4 + s, 0; 0, ↑w - I * ↑γ / 4 - s]
key : ∀ (a b c d a' b' c' d' : ℂ), a = a' → b = b' → c = c' → d = d' → !![a, b; c, d] = !![a', b'; c', d']
hHP : hamiltonian w g γ * P = P * diagonal ![↑w - I * ↑γ / 4 + s, ↑w - I * ↑γ / 4 - s]
⊢ Fin 2 → ℂ
```

Both errors come from the `_` given to `refine` in place of the diagonal entries `d`. Unlike `?_`, which leaves a new goal, `_` must be worked out by Lean while it elaborates the term. Nothing there fixes it: `P * P⁻¹ = 1` does not mention `d`, and the equation that does, `hamiltonian w g γ = P * diagonal d * P⁻¹`, is itself postponed as `?_`. The second message reports the missing vector, of type `Fin 2 → ℂ`. The first reports the implicit argument `b` of `And.intro`, which is that postponed equation and still contains the unknown vector. The hypothesis `hHP` names the right entries, but it is used only in the following `rw`, too late to help `refine`.

The repair writes the two energies out explicitly, so nothing is left to infer. They match those in `hHP`, so the unchanged `rw` can turn `P * diagonal ...` back into `hamiltonian w g γ * P` and cancel `P * P⁻¹`. The added line break is mere layout.

The repair, with which the file compiles:

```diff
@@ -121,5 +121,6 @@
       · linear_combination -hs + (γ : ℂ) ^ 2 / 16 * I_sq
       · linear_combination -hs + (γ : ℂ) ^ 2 / 16 * I_sq
-    refine ⟨P, P⁻¹, _, Matrix.mul_nonsing_inv P hdet, ?_⟩
+    refine ⟨P, P⁻¹, ![(w : ℂ) - I * γ / 4 + s, (w : ℂ) - I * γ / 4 - s],
+      Matrix.mul_nonsing_inv P hdet, ?_⟩
     rw [← hHP, mul_assoc, Matrix.mul_nonsing_inv P hdet, mul_one]
 
```
